# With BenDaniel–Duke interfaces and no potential, a superlattice's low-energy effective mass along the growth axis is the thickness average of its layer masses

Suppose I describe an electron moving along the growth axis of a layered crystal by the pair $(\psi,\psi'/m)$ and take both components to be continuous at every interface, as BenDaniel and Duke do. With two layers of widths $a,b$ and masses $m_1,m_2$, no potential and units with $\hbar=1$, half the trace $h(E)$ of the one-period transfer matrix should satisfy $(1-h(E))/E\to(a+b)(m_1a+m_2b)$ as $E$ decreases to 0. The superlattice mass is then the thickness average. Can this be made rigorous and checked by machine, preferably for any number of layers?

## From one layer to the bottom of the miniband

The choice to make first is how to represent a period. Here it is a finite list of layers, each a mass and a width, and the interface conditions enter by multiplying layer matrices. They stand for a continuous envelope function and a conserved probability current.

Set $\hbar=1$ and $\varphi=\psi'/m$. Inside a layer, $\psi'=m\varphi$ and $\varphi'=-2E\psi$. With $k=\sqrt{2mE}$, crossing a width $w$ multiplies $(\psi,\varphi)$ by

$$T=\begin{pmatrix}\cos kw & (m/k)\sin kw\\ -(k/m)\sin kw & \cos kw\end{pmatrix}.$$

Number rows and columns from 0. Since $\sin(kw)/k\to w$ and $1-\cos kw=2\sin^2(kw/2)$, as $E\downarrow0$

$$T_{00}=T_{11}\to1,\quad \frac{1-T_{00}}E\to mw^2,\quad T_{01}\to mw,\quad \frac{T_{10}}E\to-2w.$$

Let $Q$ be the matrix of the layers that follow, $L$ their total width and $M$ their sum of mass times width. Assume $Q_{00},Q_{11}\to1$, $Q_{01}\to M$, $Q_{10}/E\to-2L$ and $(2-\operatorname{tr}Q)/E\to2LM$. All of this holds for no layers, where $Q=1$ and $L=M=0$. For $P=QT$, the diagonal entries again tend to 1, and

$$P_{01}\to M+mw,\qquad P_{10}/E\to-2(L+w),$$

$$2-\operatorname{tr}P=(2-\operatorname{tr}Q)T_{00}+2(1-T_{00})-Q_{01}T_{10}-Q_{10}T_{01}.$$

Dividing the last line by $E$ gives the limit

$$2LM+2mw^2+2wM+2Lmw=2(L+w)(M+mw),$$

which completes the induction.

Now let $d$ be the width of the whole period and $M$ its sum of mass times width, so that $(1-h)/E\to dM$. For positive masses and widths $dM>0$, so $h<1$ for small $E>0$, while $h\to1$. Put $\theta=\arccos h$, which tends to 0, and $q=\theta/d$, so that $\cos(qd)=h$. Then $1-h=2\sin^2(\theta/2)$, so $\theta^2/E\to2dM$ and

$$\frac{q^2}{2E}\to\frac Md=\frac{\sum_i m_iw_i}{\sum_i w_i}.$$

This is the mass in $E\approx q^2/(2m^*)$. In this one-band, potential-free model it gives a limit against which a transfer-matrix program can be compared.

## What the theorems say

`totalWidth` is $d$, `massWidth` is $M$, `halfTrace` is $h$ and `blochNumber` is $q=\arccos(h)/d$. The filter `𝓝[>] 0` means that $E$ approaches zero from above. In `periodMatrix` the first layer of the list is the rightmost factor.

`halfTrace_lowEnergy` assumes only positive masses. `superlattice_mass` also assumes positive widths and at least one layer; it states that $\cos(qd)=h$ holds for all sufficiently small positive $E$, and gives the limit of $q^2/(2E)$. `two_layer_superlattice` is the case you asked about.

The interface conditions and the Bloch relation are built into the definitions, not derived. Band offsets, energy-dependent masses and in-plane motion are absent.

In Lean 4 with Mathlib:

```lean
import Mathlib

open Matrix Filter Topology

namespace BenDanielDukeSuperlattice

noncomputable section

/-- A homogeneous layer, given by its effective mass and its width. -/
structure Layer where
  mass : ℝ
  width : ℝ

/-- The wave number `√(2mE)` in a layer without potential, in units with `ħ = 1`. -/
def waveNumber (m E : ℝ) : ℝ := √(2 * m * E)

/-- The matrix carrying `(ψ, ψ'/m)` over a distance `x` inside a layer of mass `m`, for positive `m`
and `E`. -/
def layerMatrix (m E x : ℝ) : Matrix (Fin 2) (Fin 2) ℝ :=
  !![Real.cos (waveNumber m E * x), m / waveNumber m E * Real.sin (waveNumber m E * x);
    -(waveNumber m E / m) * Real.sin (waveNumber m E * x), Real.cos (waveNumber m E * x)]

/-- The transfer matrix of one period; `ψ` and `ψ'/m` are continuous at each interface, and
the first layer of the list is crossed first. -/
def periodMatrix (E : ℝ) : List Layer → Matrix (Fin 2) (Fin 2) ℝ
  | [] => 1
  | l :: ls => periodMatrix E ls * layerMatrix l.mass E l.width

/-- Half the trace of the one-period transfer matrix. -/
def halfTrace (E : ℝ) (ls : List Layer) : ℝ := (periodMatrix E ls).trace / 2

/-- The length of the period. -/
def totalWidth (ls : List Layer) : ℝ := (ls.map fun l => l.width).sum

/-- The sum of mass times width over the layers of the period. -/
def massWidth (ls : List Layer) : ℝ := (ls.map fun l => l.mass * l.width).sum

/-- The Bloch wave number `arccos (h(E)) / d` for a period of length `d`. -/
def blochNumber (E : ℝ) (ls : List Layer) : ℝ := Real.arccos (halfTrace E ls) / totalWidth ls

private lemma limit_congr {f g : ℝ → ℝ} {x y : ℝ} (h : Tendsto f (𝓝[>] 0) (𝓝 x))
    (e : x = y) (hfg : ∀ E, 0 < E → f E = g E) : Tendsto g (𝓝[>] 0) (𝓝 y) := by
  subst e
  refine h.congr' ?_
  filter_upwards [self_mem_nhdsWithin] with E hE
  exact hfg E hE

private lemma sin_mul_div (w : ℝ) :
    Tendsto (fun x : ℝ => Real.sin (x * w) / x) (𝓝[≠] 0) (𝓝 w) := by
  have h : HasDerivAt (fun x : ℝ => Real.sin (x * w)) w 0 :=
    (((hasDerivAt_id' (0 : ℝ)).mul_const w).sin).congr_deriv (by simp)
  refine (hasDerivAt_iff_tendsto_slope.mp h).congr fun x => ?_
  simp [slope_def_field]

private lemma one_sub_cos (y : ℝ) : 1 - Real.cos y = 2 * Real.sin (y * (1 / 2)) ^ 2 := by
  have h := Real.cos_two_mul (y * (1 / 2))
  rw [show 2 * (y * (1 / 2)) = y by ring] at h
  linarith [Real.sin_sq_add_cos_sq (y * (1 / 2))]

private lemma sum_pos_of_layers (f : Layer → ℝ) {ls : List Layer} (hne : ls ≠ [])
    (h : ∀ l ∈ ls, 0 < f l) : 0 < (ls.map f).sum := by
  induction ls with
  | nil => exact absurd rfl hne
  | cons l ls ih =>
    have hl : 0 < f l := h l (by simp)
    rw [List.map_cons, List.sum_cons]
    by_cases h0 : ls = []
    · subst h0; simpa using hl
    · have := ih h0 fun x hx => h x (by simp [hx])
      linarith

/-- For positive `m` and `E`, every solution of the layer equations `ψ' = mφ`, `φ' = -2Eψ` is
carried over a distance `x` by the layer matrix. -/
theorem layerMatrix_transports {m E : ℝ} (hm : 0 < m) (hE : 0 < E) {ψ φ : ℝ → ℝ}
    (hψ : ∀ x, HasDerivAt ψ (m * φ x) x) (hφ : ∀ x, HasDerivAt φ (-2 * E * ψ x) x)
    (x₀ x : ℝ) : layerMatrix m E x *ᵥ ![ψ x₀, φ x₀] = ![ψ (x₀ + x), φ (x₀ + x)] := by
  obtain ⟨k, hk⟩ : ∃ k, k = waveNumber m E := ⟨_, rfl⟩
  have hk0 : 0 < k := by rw [hk]; exact Real.sqrt_pos.mpr (by positivity)
  have hk2 : k ^ 2 = 2 * m * E := by rw [hk]; exact Real.sq_sqrt (by positivity)
  obtain ⟨p, hp⟩ : ∃ p, p = m / k := ⟨_, rfl⟩
  obtain ⟨q, hq⟩ : ∃ q, q = k / m := ⟨_, rfl⟩
  have hpk : p * k = m := by rw [hp]; exact div_mul_cancel₀ m hk0.ne'
  have hqm : q * m = k := by rw [hq]; exact div_mul_cancel₀ k hm.ne'
  have hpq : p * q = 1 := by rw [hp, hq]; field_simp
  have hqk : q * k = 2 * E := mul_left_cancel₀ hm.ne' (by linear_combination k * hqm + hk2)
  have hpE : p * (2 * E) = k := by linear_combination (-p) * hqk + k * hpq
  have hc (y : ℝ) : HasDerivAt (fun y => Real.cos (k * y)) (-Real.sin (k * y) * k) y :=
    (((hasDerivAt_id' y).const_mul k).cos).congr_deriv (by ring)
  have hs (y : ℝ) : HasDerivAt (fun y => Real.sin (k * y)) (Real.cos (k * y) * k) y :=
    (((hasDerivAt_id' y).const_mul k).sin).congr_deriv (by ring)
  have hΨ (y : ℝ) := (hψ (x₀ + y)).comp_const_add x₀ y
  have hΦ (y : ℝ) := (hφ (x₀ + y)).comp_const_add x₀ y
  -- transporting the solution back to `x₀` gives two constants
  have hf (y : ℝ) : HasDerivAt (fun y => Real.cos (k * y) * ψ (x₀ + y)
      - p * (Real.sin (k * y) * φ (x₀ + y))) 0 y :=
    (((hc y).fun_mul (hΨ y)).fun_sub (((hs y).fun_mul (hΦ y)).const_mul p)).congr_deriv (by
      linear_combination (-(Real.cos (k * y) * φ (x₀ + y))) * hpk
        + (Real.sin (k * y) * ψ (x₀ + y)) * hpE)
  have hg (y : ℝ) : HasDerivAt (fun y => q * (Real.sin (k * y) * ψ (x₀ + y))
      + Real.cos (k * y) * φ (x₀ + y)) 0 y :=
    ((((hs y).fun_mul (hΨ y)).const_mul q).fun_add ((hc y).fun_mul (hΦ y))).congr_deriv (by
      linear_combination (Real.cos (k * y) * ψ (x₀ + y)) * hqk
        + (Real.sin (k * y) * φ (x₀ + y)) * hqm)
  have e1 := is_const_of_deriv_eq_zero (fun y => (hf y).differentiableAt)
    (fun y => (hf y).deriv) x 0
  have e2 := is_const_of_deriv_eq_zero (fun y => (hg y).differentiableAt)
    (fun y => (hg y).deriv) x 0
  simp only [mul_zero, Real.cos_zero, Real.sin_zero, add_zero, zero_mul, one_mul, sub_zero,
    zero_add] at e1 e2
  have hsc := Real.sin_sq_add_cos_sq (k * x)
  rw [layerMatrix, ← hk, ← hp, ← hq]
  ext i
  fin_cases i
  · simp [Matrix.mulVec, dotProduct, Fin.sum_univ_two]
    linear_combination (-Real.cos (k * x)) * e1 - p * Real.sin (k * x) * e2
      + Real.sin (k * x) ^ 2 * ψ (x₀ + x) * hpq + ψ (x₀ + x) * hsc
  · simp [Matrix.mulVec, dotProduct, Fin.sum_univ_two]
    linear_combination q * Real.sin (k * x) * e1 - Real.cos (k * x) * e2
      + Real.sin (k * x) ^ 2 * φ (x₀ + x) * hpq + φ (x₀ + x) * hsc

/-- Low-energy limits of the entries of the transfer matrix of a single layer. -/
theorem layerMatrix_lowEnergy {m : ℝ} (hm : 0 < m) (a : ℝ) :
    Tendsto (fun E => layerMatrix m E a 0 0) (𝓝[>] 0) (𝓝 1) ∧
    Tendsto (fun E => (1 - layerMatrix m E a 0 0) / E) (𝓝[>] 0) (𝓝 (m * a ^ 2)) ∧
    Tendsto (fun E => layerMatrix m E a 0 1) (𝓝[>] 0) (𝓝 (m * a)) ∧
    Tendsto (fun E => layerMatrix m E a 1 0 / E) (𝓝[>] 0) (𝓝 (-2 * a)) := by
  have hpos (E : ℝ) (hE : 0 < E) : 0 < waveNumber m E := Real.sqrt_pos.mpr (by positivity)
  have hsq (E : ℝ) (hE : 0 < E) : waveNumber m E ^ 2 = 2 * m * E :=
    Real.sq_sqrt (by positivity)
  have hcont : Continuous (waveNumber m) := by unfold waveNumber; fun_prop
  have hk : Tendsto (waveNumber m) (𝓝[>] 0) (𝓝[≠] 0) := by
    refine tendsto_nhdsWithin_iff.mpr
      ⟨(hcont.tendsto' 0 0 (by simp [waveNumber])).mono_left nhdsWithin_le_nhds, ?_⟩
    filter_upwards [self_mem_nhdsWithin] with E hE
    exact (hpos E hE).ne'
  have hsin (w : ℝ) := (sin_mul_div w).comp hk
  refine ⟨?_, ?_, ?_, ?_⟩
  · have hc : Continuous fun E => Real.cos (waveNumber m E * a) := by fun_prop
    exact (hc.tendsto' 0 1 (by simp [waveNumber])).mono_left nhdsWithin_le_nhds
  · refine limit_congr (((hsin (a / 2)).pow 2).const_mul (4 * m)) (by ring) fun E hE => ?_
    change 4 * m * (Real.sin (waveNumber m E * (a / 2)) / waveNumber m E) ^ 2
      = (1 - Real.cos (waveNumber m E * a)) / E
    rw [one_sub_cos, show waveNumber m E * a * (1 / 2) = waveNumber m E * (a / 2) by ring,
      div_pow, hsq E hE]
    field_simp
    ring
  · refine limit_congr ((hsin a).const_mul m) rfl fun E hE => ?_
    change m * (Real.sin (waveNumber m E * a) / waveNumber m E)
      = m / waveNumber m E * Real.sin (waveNumber m E * a)
    ring
  · refine limit_congr ((hsin a).const_mul (-2)) rfl fun E hE => ?_
    change -2 * (Real.sin (waveNumber m E * a) / waveNumber m E)
      = -(waveNumber m E / m) * Real.sin (waveNumber m E * a) / E
    have h0 := (hpos E hE).ne'
    rw [div_eq_div_iff h0 hE.ne' |>.mpr (by
      have := hsq E hE
      field_simp
      linear_combination (-Real.sin (waveNumber m E * a)) * this :
      Real.sin (waveNumber m E * a) * E
        = (waveNumber m E / (2 * m) * Real.sin (waveNumber m E * a)) * waveNumber m E)]
    field_simp

/-- Low-energy limits of the entries and of the trace of the one-period transfer matrix. -/
theorem periodMatrix_lowEnergy (ls : List Layer) (hm : ∀ l ∈ ls, 0 < l.mass) :
    Tendsto (fun E => periodMatrix E ls 0 0) (𝓝[>] 0) (𝓝 1) ∧
    Tendsto (fun E => periodMatrix E ls 1 1) (𝓝[>] 0) (𝓝 1) ∧
    Tendsto (fun E => periodMatrix E ls 0 1) (𝓝[>] 0) (𝓝 (massWidth ls)) ∧
    Tendsto (fun E => periodMatrix E ls 1 0 / E) (𝓝[>] 0) (𝓝 (-2 * totalWidth ls)) ∧
    Tendsto (fun E => (2 - periodMatrix E ls 0 0 - periodMatrix E ls 1 1) / E) (𝓝[>] 0)
      (𝓝 (2 * totalWidth ls * massWidth ls)) := by
  induction ls with
  | nil => norm_num [periodMatrix, massWidth, totalWidth]
  | cons l ls ih =>
    obtain ⟨hA, hD, hB, hC, hS⟩ := ih fun x hx => hm x (by simp [hx])
    obtain ⟨t0, t1, t2, t3⟩ := layerMatrix_lowEnergy (hm l (by simp)) l.width
    have hE0 : Tendsto (fun E : ℝ => E) (𝓝[>] 0) (𝓝 0) :=
      tendsto_id.mono_left nhdsWithin_le_nhds
    have key (E : ℝ) (i j : Fin 2) : periodMatrix E (l :: ls) i j
        = periodMatrix E ls i 0 * layerMatrix l.mass E l.width 0 j
          + periodMatrix E ls i 1 * layerMatrix l.mass E l.width 1 j := by
      simp only [periodMatrix, Matrix.mul_apply, Fin.sum_univ_two]
    have hT (E : ℝ) : layerMatrix l.mass E l.width 1 1 = layerMatrix l.mass E l.width 0 0 := rfl
    have hL : totalWidth (l :: ls) = l.width + totalWidth ls := by simp [totalWidth]
    have hM : massWidth (l :: ls) = l.mass * l.width + massWidth ls := by simp [massWidth]
    rw [hL, hM]
    -- each entry of the product is a combination of quantities with known limits
    refine ⟨limit_congr ((hA.mul t0).add ((hE0.mul hB).mul t3)) (by ring) ?_,
      limit_congr (((hE0.mul hC).mul t2).add (hD.mul t0)) (by ring) ?_,
      limit_congr ((hA.mul t2).add (hB.mul t0)) (by ring) ?_,
      limit_congr ((hC.mul t0).add (hD.mul t3)) (by ring) ?_,
      limit_congr ((((hS.mul t0).add (t1.const_mul 2)).sub (hB.mul t3)).sub (hC.mul t2))
        (by ring) ?_⟩ <;>
    · intro E hE
      simp only [key, hT]
      try field_simp
      try ring

/-- As `E` decreases to zero, `(1 - h(E))/E` tends to the period length times the sum of mass times
width, for any number of layers of positive mass. -/
theorem halfTrace_lowEnergy (ls : List Layer) (hm : ∀ l ∈ ls, 0 < l.mass) :
    Tendsto (fun E => (1 - halfTrace E ls) / E) (𝓝[>] 0)
      (𝓝 (totalWidth ls * massWidth ls)) := by
  refine limit_congr ((periodMatrix_lowEnergy ls hm).2.2.2.2.div_const 2) (by ring) ?_
  intro E _
  rw [halfTrace, Matrix.trace_fin_two]
  ring

/-- For layers of positive mass and width, near `E = 0` from above the Bloch condition `cos(qd) =
h(E)` holds with real `q`, and `q²/(2E)` tends to the thickness average of the layer masses. -/
theorem superlattice_mass (ls : List Layer) (hne : ls ≠ [])
    (hpos : ∀ l ∈ ls, 0 < l.mass ∧ 0 < l.width) :
    (∀ᶠ E in 𝓝[>] 0, Real.cos (blochNumber E ls * totalWidth ls) = halfTrace E ls) ∧
    Tendsto (fun E => blochNumber E ls ^ 2 / (2 * E)) (𝓝[>] 0)
      (𝓝 (massWidth ls / totalWidth ls)) := by
  have hL : 0 < totalWidth ls := sum_pos_of_layers _ hne fun l hl => (hpos l hl).2
  have hM : 0 < massWidth ls :=
    sum_pos_of_layers _ hne fun l hl => mul_pos (hpos l hl).1 (hpos l hl).2
  have hlim := halfTrace_lowEnergy ls fun l hl => (hpos l hl).1
  obtain ⟨hA, hD, -⟩ := periodMatrix_lowEnergy ls fun l hl => (hpos l hl).1
  have hh : Tendsto (fun E => halfTrace E ls) (𝓝[>] 0) (𝓝 1) :=
    limit_congr ((hA.add hD).div_const 2) (by norm_num) fun E _ => by
      rw [halfTrace, Matrix.trace_fin_two]
  -- just above zero energy the half trace lies strictly between -1 and 1
  have hlt : ∀ᶠ E in 𝓝[>] 0, halfTrace E ls < 1 := by
    filter_upwards [hlim.eventually (lt_mem_nhds (mul_pos hL hM)), self_mem_nhdsWithin]
      with E h1 hE
    have hE' : 0 < E := hE
    have := (div_pos_iff_of_pos_right hE').mp h1
    linarith
  have hgt : ∀ᶠ E in 𝓝[>] 0, -1 < halfTrace E ls :=
    hh.eventually (lt_mem_nhds (by norm_num))
  refine ⟨?_, ?_⟩
  · filter_upwards [hlt, hgt] with E h1 h2
    rw [blochNumber, div_mul_cancel₀ _ hL.ne', Real.cos_arccos h2.le h1.le]
  · have hθ : Tendsto (fun E => Real.arccos (halfTrace E ls)) (𝓝[>] 0) (𝓝[≠] 0) := by
      refine tendsto_nhdsWithin_iff.mpr
        ⟨(Real.continuous_arccos.tendsto' 1 0 Real.arccos_one).comp hh, ?_⟩
      filter_upwards [hlt] with E h1
      exact (Real.arccos_pos.mpr h1).ne'
    have hs := (sin_mul_div (1 / 2)).comp hθ
    have hq := (hlim.div ((hs.pow 2).const_mul 2) (by norm_num)).div_const
      (2 * totalWidth ls ^ 2)
    rw [show massWidth ls / totalWidth ls = totalWidth ls * massWidth ls / (2 * (1 / 2) ^ 2)
      / (2 * totalWidth ls ^ 2) by field_simp]
    refine hq.congr' ?_
    filter_upwards [hlt, hgt, self_mem_nhdsWithin] with E h1 h2 hE
    have hE' : E ≠ 0 := ne_of_gt hE
    have hθ0 := (Real.arccos_pos.mpr h1).ne'
    have hcos := one_sub_cos (Real.arccos (halfTrace E ls))
    rw [Real.cos_arccos h2.le h1.le] at hcos
    have hs0 : Real.sin (Real.arccos (halfTrace E ls) * (1 / 2)) ≠ 0 := by
      intro h0
      rw [h0] at hcos
      linarith
    change (1 - halfTrace E ls) / E / (2 * (Real.sin (Real.arccos (halfTrace E ls) * (1 / 2))
      / Real.arccos (halfTrace E ls)) ^ 2) / (2 * totalWidth ls ^ 2) = _
    rw [hcos, blochNumber]
    generalize Real.sin (Real.arccos (halfTrace E ls) * (1 / 2)) = s at hs0 ⊢
    generalize Real.arccos (halfTrace E ls) = θ at hθ0 ⊢
    field_simp

/-- For two layers of positive masses `m₁`, `m₂` and positive widths `a`, `b`, `(1 - h(E))/E` tends
to `(a+b)(m₁a + m₂b)` and `q²/(2E)` tends to `(m₁a + m₂b)/(a+b)` as `E` decreases to zero. -/
theorem two_layer_superlattice {m₁ m₂ a b : ℝ} (h₁ : 0 < m₁) (h₂ : 0 < m₂)
    (ha : 0 < a) (hb : 0 < b) :
    Tendsto (fun E => (1 - halfTrace E [⟨m₁, a⟩, ⟨m₂, b⟩]) / E) (𝓝[>] 0)
      (𝓝 ((a + b) * (m₁ * a + m₂ * b))) ∧
    Tendsto (fun E => blochNumber E [⟨m₁, a⟩, ⟨m₂, b⟩] ^ 2 / (2 * E)) (𝓝[>] 0)
      (𝓝 ((m₁ * a + m₂ * b) / (a + b))) :=
  ⟨limit_congr (halfTrace_lowEnergy [⟨m₁, a⟩, ⟨m₂, b⟩] (by simp [h₁, h₂]))
      (by simp [totalWidth, massWidth]) fun _ _ => rfl,
    limit_congr (superlattice_mass [⟨m₁, a⟩, ⟨m₂, b⟩] (by simp) (by simp [h₁, h₂, ha, hb])).2
      (by simp [totalWidth, massWidth]) fun _ _ => rfl⟩

end

end BenDanielDukeSuperlattice
```

```lean
#print axioms BenDanielDukeSuperlattice.layerMatrix_transports
#print axioms BenDanielDukeSuperlattice.superlattice_mass
#print axioms BenDanielDukeSuperlattice.two_layer_superlattice
```

```
'BenDanielDukeSuperlattice.layerMatrix_transports' depends on axioms: [propext, Classical.choice, Quot.sound]
'BenDanielDukeSuperlattice.superlattice_mass' depends on axioms: [propext, Classical.choice, Quot.sound]
'BenDanielDukeSuperlattice.two_layer_superlattice' depends on axioms: [propext, Classical.choice, Quot.sound]
```

## How the proof follows the calculation

`layerMatrix_transports` justifies $T$ for every solution of the layer equations. It transports the solution back to its starting point, shows that the two resulting expressions have zero derivative, and solves for the endpoint values with `linear_combination`.

`sin_mul_div` obtains the sine limit from the derivative at zero, and `layerMatrix_lowEnergy` turns it into three of the four entry limits; $T_{00}\to1$ follows from continuity of the cosine. `periodMatrix_lowEnergy` is the induction above: limits are combined by sums and products, and `field_simp` and `ring` check the algebra.

In `superlattice_mass`, the positive limit $dM$ forces $h<1$ near zero, while $h\to1$ gives $h>-1$. Therefore $\cos(\arccos h)=h$, and the half-angle identity yields the mass.

The assumption of positive widths cannot simply be dropped. A negative width is not physical, but the type `Layer` allows it. Take masses 1 and 3 with widths 2 and $-1$: then $d=1$ and $M=-1$, so $(1-h)/E\to-1$ and $h>1$ just above zero energy. No real $q$ satisfies $\cos(qd)=h$, and the conclusion of `superlattice_mass` fails.
